# Starting from m occupations in [0,1], canonical purification makes changes whose squared lengths total at most m/20

In a linear-scaling electronic-structure calculation, a purification loop can be stopped once the density matrix changes by less than a chosen threshold in one iteration. For canonical purification, which keeps the particle number fixed, the result below guarantees that any positive threshold is eventually met, provided that the starting occupations lie in \([0,1]\) and that no rounding or truncation disturbs the iteration. It does not guarantee that the density matrix is then idempotent, and the last theorem gives starting points for which it never becomes so.

A purification step replaces the density matrix \(\rho\) by a polynomial in \(\rho\). In an orthonormal basis \(\rho\) is Hermitian, and the polynomial has the same eigenvectors, so only the eigenvalues change. These are the occupations, counted per spin orbital, so that a full orbital has occupation 1. The Lean code works with the occupations alone: traces become sums, and the Frobenius norm of a matrix change becomes a Euclidean length. This passage from the matrix to its eigenvalues is the one step that the reader has to supply.

## Occupations and the canonical step

```lean
import Mathlib

open Filter Topology

namespace CanonicalPurification

noncomputable section

variable {m : ℕ}
```

The last line introduces \(m\), the number of occupations, as an arbitrary natural number. Zero is allowed.

```lean
/-- All occupations are 0 or 1. -/
def IsIdempotent (x : Fin m → ℝ) : Prop := ∀ i, x i = 0 ∨ x i = 1
```

A list of occupations \(x_i\) is a function `x : Fin m → ℝ`, where `Fin m` is the set of \(m\) labels. The definition says that every \(x_i\) is 0 or 1, which for a Hermitian matrix is the condition \(\rho^2=\rho\).

```lean
/-- The idempotency error, the trace of `ρ - ρ²` written in occupations. -/
def idemError (x : Fin m → ℝ) : ℝ := ∑ i, x i * (1 - x i)
```

The idempotency error is
\[
E(x)=\sum_i x_i(1-x_i)=\mathrm{Tr}(\rho-\rho^2).
\]
Some codes give this name to a norm of \(\rho^2-\rho\); here it is the trace.

```lean
/-- The canonical parameter `c = Tr(ρ² - ρ³) / Tr(ρ - ρ²)`, meant for occupations
whose idempotency error is nonzero. -/
def cParam (x : Fin m → ℝ) : ℝ := (∑ i, x i ^ 2 * (1 - x i)) / idemError x
```

The parameter computed afresh at each step is
\[
c=\frac{\sum_i x_i^2(1-x_i)}{\sum_i x_i(1-x_i)}.
\]
It is the mean of the occupations with weights \(x_i(1-x_i)\), so only fractional occupations contribute.

```lean
open scoped Classical in
/-- One canonical purification step: a cubic polynomial chosen according to whether
`c < 1/2`, with no change once all occupations are 0 or 1. -/
def step (x : Fin m → ℝ) : Fin m → ℝ :=
  if IsIdempotent x then x else fun i =>
    if cParam x < 1 / 2 then
      ((1 - 2 * cParam x) * x i + (1 + cParam x) * x i ^ 2 - x i ^ 3) / (1 - cParam x)
    else ((1 + cParam x) * x i ^ 2 - x i ^ 3) / cParam x
```

If all occupations are 0 or 1, the step returns them unchanged. Otherwise each \(x_i\) goes to
\[
x_i'=\begin{cases}\dfrac{(1-2c)x_i+(1+c)x_i^2-x_i^3}{1-c}, & c<\tfrac12,\\[2ex] \dfrac{(1+c)x_i^2-x_i^3}{c}, & c\ge\tfrac12.\end{cases}
\]

```lean
/-- The squared Euclidean length of the change made by one step. -/
def sqChange (x : Fin m → ℝ) : ℝ := ∑ i, (step x i - x i) ^ 2
```

This is the squared length of one change, \(\sum_i (x_i'-x_i)^2\).

## One formula for both branches

```lean
/-- While the occupations are not all 0 or 1, both branches of the step have one common form,
a change proportional to `x (1 - x) (x - c)`. -/
theorem step_eq {x : Fin m → ℝ} (h : ¬ IsIdempotent x) (i : Fin m) :
    step x i = x i + x i * (1 - x i) * ((x i - cParam x) / max (cParam x) (1 - cParam x)) := by
  simp only [step, if_neg h]
  split_ifs with hc
  · have h1 : 1 - cParam x ≠ 0 := by linarith
    rw [max_eq_right (by linarith)]
    field_simp
    ring
  · have h1 : cParam x ≠ 0 := by linarith
    rw [max_eq_left (by linarith)]
    field_simp
    ring
```

The part before `:=` is the statement, and the part after it is the proof. The hypothesis `h` says that the occupations are not all 0 or 1. The theorem then gives, for each \(i\),
\[
x_i'=x_i+x_i(1-x_i)\,\frac{x_i-c}{d},\qquad d=\max(c,1-c).
\]

By hand, subtract \(x_i\) from either branch. Both numerators become
\[
-cx_i+(1+c)x_i^2-x_i^3=x_i(1-x_i)(x_i-c),
\]
over \(1-c\) in the first branch and over \(c\) in the second. In each case the denominator is the larger of the two numbers. Among occupations strictly between 0 and 1, those above \(c\) therefore rise and those below it fall; occupations equal to 0 or 1 stay put.

The Lean proof follows this path. `split_ifs` separates the branches, `max_eq_right` and `max_eq_left` evaluate the maximum, `field_simp` clears the denominators, and `ring` checks the polynomial identity.

## Occupations stay physical and particles are conserved

```lean
/-- Occupations in [0,1] that are not all 0 or 1 have a positive idempotency error. -/
theorem idemError_pos {x : Fin m → ℝ} (hx : ∀ i, x i ∈ Set.Icc (0 : ℝ) 1)
    (h : ¬ IsIdempotent x) : 0 < idemError x := by
  simp only [IsIdempotent, not_forall, not_or] at h
  obtain ⟨i, h0, h1⟩ := h
  refine Finset.sum_pos' (fun j _ => mul_nonneg (hx j).1 (sub_nonneg.2 (hx j).2))
    ⟨i, Finset.mem_univ i, mul_pos ?_ ?_⟩
  · exact lt_of_le_of_ne (hx i).1 (Ne.symm h0)
  · exact sub_pos.2 (lt_of_le_of_ne (hx i).2 h1)
```

The hypothesis `hx` places every occupation in the closed interval \([0,1]\), written `Set.Icc (0 : ℝ) 1`. If not all of them are 0 or 1, then \(E(x)>0\). Indeed, every term \(x_i(1-x_i)\) is nonnegative, and some \(x_i\) lies strictly between 0 and 1 and gives a positive term. The `obtain` line picks out such an index, and `Finset.sum_pos'` draws the conclusion.

```lean
/-- For occupations in [0,1] that are not all 0 or 1, the parameter `c` lies in [0,1]. -/
theorem cParam_mem {x : Fin m → ℝ} (hx : ∀ i, x i ∈ Set.Icc (0 : ℝ) 1)
    (h : ¬ IsIdempotent x) : cParam x ∈ Set.Icc (0 : ℝ) 1 := by
  have he := idemError_pos hx h
  constructor
  · exact div_nonneg (Finset.sum_nonneg fun i _ =>
      mul_nonneg (sq_nonneg _) (sub_nonneg.2 (hx i).2)) he.le
  · unfold cParam
    rw [div_le_one he]
    refine Finset.sum_le_sum fun i _ => ?_
    nlinarith [mul_nonneg (hx i).1 (sq_nonneg (1 - x i))]
```

Under the same hypotheses \(0\le c\le1\). The numerator of \(c\) is a sum of nonnegative terms, so \(c\ge0\). For the upper bound, compare numerator and denominator term by term:
\[
x_i(1-x_i)-x_i^2(1-x_i)=x_i(1-x_i)^2\ge0.
\]
The proof hands this product to `nlinarith`, a tactic for nonlinear inequalities.

```lean
/-- A step keeps occupations in [0,1]. -/
theorem step_mem {x : Fin m → ℝ} (hx : ∀ i, x i ∈ Set.Icc (0 : ℝ) 1) (i : Fin m) :
    step x i ∈ Set.Icc (0 : ℝ) 1 := by
  by_cases h : IsIdempotent x
  · simpa only [step, if_pos h] using hx i
  obtain ⟨c0, c1⟩ := cParam_mem hx h
  obtain ⟨x0, x1⟩ := hx i
  rw [step_eq h i]
  have d1 := le_max_left (cParam x) (1 - cParam x)
  have d2 := le_max_right (cParam x) (1 - cParam x)
  generalize max (cParam x) (1 - cParam x) = d at *
  generalize cParam x = c at *
  generalize x i = y at *
  have hd : 0 < d := by linarith
  have y1 : 0 ≤ 1 - y := by linarith
  constructor
  · have e : y + y * (1 - y) * ((y - c) / d) = y * (d + (1 - y) * (y - c)) / d := by
      field_simp
    rw [e]
    refine div_nonneg (mul_nonneg x0 ?_) hd.le
    nlinarith [mul_nonneg c0 x0, mul_nonneg x0 y1]
  · have e : 1 - (y + y * (1 - y) * ((y - c) / d)) = (1 - y) * (d - y * (y - c)) / d := by
      field_simp
      ring
    rw [← sub_nonneg, e]
    refine div_nonneg (mul_nonneg y1 ?_) hd.le
    nlinarith [mul_nonneg y1 (by linarith : 0 ≤ 1 + y - c)]
```

A step keeps every occupation in \([0,1]\). When nothing changes this is immediate. Otherwise write \(y\) for one occupation and \(y'\) for its new value. The common formula factorises as
\[
y'=\frac{y\,[\,d+(1-y)(y-c)\,]}{d},\qquad
1-y'=\frac{(1-y)\,[\,d-y(y-c)\,]}{d}.
\]
Since \(d\ge c\), the first bracket is at least \(cy+y(1-y)\ge0\). Since \(d\ge1-c\), the second is at least \((1-y)(1+y-c)\ge0\). Hence \(0\le y'\le1\).

In Lean, `by_cases` separates the idempotent case, and the `generalize` lines introduce the short names \(d\), \(c\) and \(y\). The two equations called `e` are the factorisations, and each closing `nlinarith` bounds one bracket.

```lean
/-- For occupations in [0,1], a step conserves the particle number. -/
theorem step_trace {x : Fin m → ℝ} (hx : ∀ i, x i ∈ Set.Icc (0 : ℝ) 1) :
    ∑ i, step x i = ∑ i, x i := by
  by_cases h : IsIdempotent x
  · simp only [step, if_pos h]
  have hc : cParam x * idemError x = ∑ i, x i ^ 2 * (1 - x i) :=
    div_mul_cancel₀ _ (idemError_pos hx h).ne'
  -- the defining property of c: the weighted deviations from c cancel
  have h0 : ∑ i, x i * (1 - x i) * (x i - cParam x) = 0 := by
    rw [← sub_eq_zero.2 hc.symm, idemError, Finset.mul_sum, ← Finset.sum_sub_distrib]
    exact Finset.sum_congr rfl fun i _ => by ring
  rw [Finset.sum_congr rfl fun i _ => step_eq h i, Finset.sum_add_distrib]
  simp only [← mul_div_assoc]
  rw [← Finset.sum_div, h0, zero_div, add_zero]
```

For occupations in \([0,1]\), a step leaves \(\sum_i x_i\), the particle number, unchanged. If all of them are 0 or 1, nothing changes. Otherwise \(E(x)>0\), and multiplying the definition of \(c\) by this denominator gives \(cE(x)=\sum_i x_i^2(1-x_i)\), which is `hc` in the proof. Moving everything to one side gives `h0`:
\[
\sum_i x_i(1-x_i)(x_i-c)=0.
\]
Divided by \(d\), the left side is the sum of all changes, so the changes cancel. The remaining lines insert the common formula and carry out this division.

## Each change is paid for by the idempotency error

```lean
/-- For occupations in [0,1], a step lowers the idempotency error by at least five times
the squared length of the change. -/
theorem five_sqChange_le {x : Fin m → ℝ} (hx : ∀ i, x i ∈ Set.Icc (0 : ℝ) 1) :
    5 * sqChange x ≤ idemError x - idemError (step x) := by
  by_cases h : IsIdempotent x
  · simp [sqChange, step, if_pos h]
  have key : ∀ i, 5 * (step x i - x i) ^ 2 + (2 * cParam x - 1) * (step x i - x i)
      ≤ x i * (1 - x i) - step x i * (1 - step x i) := by
    intro i
    obtain ⟨x0, x1⟩ := hx i
    rw [step_eq h i]
    have d1 := le_max_left (cParam x) (1 - cParam x)
    have d2 := le_max_right (cParam x) (1 - cParam x)
    generalize max (cParam x) (1 - cParam x) = d at *
    generalize cParam x = c at *
    generalize x i = y at *
    have hd : d ≠ 0 := by linarith
    have hr : (y - c) / d * d = y - c := div_mul_cancel₀ _ hd
    generalize (y - c) / d = r at *
    -- y (1 - y) ≤ 1/4 and d ≥ 1/2
    have hw : 0 ≤ d - 2 * (y * (1 - y)) := by nlinarith [sq_nonneg (2 * y - 1)]
    have hp : 0 ≤ y * (1 - y) * r ^ 2 * (d - 2 * (y * (1 - y))) :=
      mul_nonneg (mul_nonneg (mul_nonneg x0 (sub_nonneg.2 x1)) (sq_nonneg r)) hw
    have e : (y - c) * (y * (1 - y) * r) = y * (1 - y) * r ^ 2 * d := by
      rw [← hr]
      ring
    linarith
  have hsum := Finset.sum_le_sum fun i (_ : i ∈ Finset.univ) => key i
  rw [Finset.sum_add_distrib, ← Finset.mul_sum, ← Finset.mul_sum, Finset.sum_sub_distrib,
    Finset.sum_sub_distrib, step_trace hx, sub_self, mul_zero, add_zero] at hsum
  exact hsum
```

For occupations in \([0,1]\), the theorem states
\[
5\sum_i(x_i'-x_i)^2\le E(x)-E(x').
\]
If the occupations are already idempotent, both sides are zero. Otherwise set
\[
w_i=x_i(1-x_i),\qquad r_i=\frac{x_i-c}{d},\qquad \delta_i=x_i'-x_i=w_ir_i.
\]
The contribution of one occupation to the drop in error is
\[
x_i(1-x_i)-x_i'(1-x_i')=(2x_i-1)\delta_i+\delta_i^2.
\]
Split \(2x_i-1=(2c-1)+2(x_i-c)\) and use \((x_i-c)\delta_i=d\,w_ir_i^2\). The contribution becomes
\[
(2c-1)\delta_i+2d\,w_ir_i^2+w_i^2r_i^2
=(2c-1)\delta_i+5\delta_i^2+2w_ir_i^2(d-2w_i).
\]
The last term is nonnegative, because \(w_i\le\tfrac14\) and \(d\ge\tfrac12\). Each contribution is therefore at least \(5\delta_i^2+(2c-1)\delta_i\). In the sum over \(i\), the part linear in \(\delta_i\) vanishes by particle conservation, and the claim remains.

The inequality for one occupation is `key`. Inside its proof, `hw` is \(d-2w_i\ge0\), `hp` is the nonnegativity of \(w_ir_i^2(d-2w_i)\), and `e` is the identity for \((x_i-c)\delta_i\); `linarith` combines them. Afterwards `hsum` adds the inequalities, and `step_trace` removes the linear part.

## The total over all iterations

```lean
/-- Canonical purification started from `m` occupations in [0,1] makes changes whose squared
Euclidean lengths have total at most `m / 20`, and the step lengths tend to zero. -/
theorem total_sqChange_le (x : Fin m → ℝ) (hx : ∀ i, x i ∈ Set.Icc (0 : ℝ) 1) :
    Summable (fun k => sqChange (step^[k] x)) ∧
    ∑' k, sqChange (step^[k] x) ≤ m / 20 ∧
    Tendsto (fun k => √(sqChange (step^[k] x))) atTop (𝓝 0) := by
  have hmem : ∀ k i, (step^[k] x) i ∈ Set.Icc (0 : ℝ) 1 := by
    intro k
    induction k with
    | zero => exact hx
    | succ k ih =>
      rw [Function.iterate_succ_apply']
      exact step_mem ih
  -- the decrease of the idempotency error telescopes
  have htel : ∀ n, 5 * ∑ k ∈ Finset.range n, sqChange (step^[k] x)
      ≤ idemError x - idemError (step^[n] x) := by
    intro n
    induction n with
    | zero => simp
    | succ n ih =>
      rw [Finset.sum_range_succ, Function.iterate_succ_apply']
      linarith [five_sqChange_le (hmem n)]
  have hstart : idemError x ≤ m / 4 := by
    have h : idemError x ≤ ∑ _i : Fin m, (1 / 4 : ℝ) :=
      Finset.sum_le_sum fun i _ => by nlinarith [sq_nonneg (2 * x i - 1)]
    simp only [Finset.sum_const, Finset.card_univ, Fintype.card_fin, nsmul_eq_mul] at h
    linarith
  have hbound : ∀ n, ∑ k ∈ Finset.range n, sqChange (step^[k] x) ≤ (m : ℝ) / 20 := by
    intro n
    have hn : 0 ≤ idemError (step^[n] x) := Finset.sum_nonneg fun i _ =>
      mul_nonneg (hmem n i).1 (sub_nonneg.2 (hmem n i).2)
    linarith [htel n]
  have hnn : ∀ k, 0 ≤ sqChange (step^[k] x) := fun k =>
    Finset.sum_nonneg fun i _ => sq_nonneg _
  have hs := summable_of_sum_range_le hnn hbound
  refine ⟨hs, Real.tsum_le_of_sum_range_le hnn hbound, ?_⟩
  have ht := hs.tendsto_atTop_zero.sqrt
  rwa [Real.sqrt_zero] at ht
```

Write \(x^{(k)}\) for the occupations after \(k\) steps, in Lean `step^[k] x`, with \(x^{(0)}=x\). Let \(s_k=\sum_i\bigl(x_i^{(k+1)}-x_i^{(k)}\bigr)^2\) be the squared length of the next change. For every start in \([0,1]\), the theorem states three things, joined by `∧`:

- The series \(\sum_k s_k\) converges (`Summable`).
- Its sum, written `∑'`, is at most \(m/20\).
- The step lengths \(\sqrt{s_k}\) tend to zero (`Tendsto`).

The first part gives the second its meaning, since Lean assigns the value 0 to an infinite sum that does not converge. The sequence is formally infinite; once the occupations are idempotent, all later changes are zero.

By hand, apply the previous inequality at each step and add. The errors telescope:
\[
5\sum_{k=0}^{n-1}s_k\le E(x^{(0)})-E(x^{(n)})\le E(x^{(0)})\le\frac m4.
\]
The middle inequality holds because the occupations stay in \([0,1]\), so that \(E(x^{(n)})\ge0\). The last holds because each \(x_i(1-x_i)\) is at most \(\tfrac14\). Every partial sum is thus at most \(m/20\). A series of nonnegative terms with bounded partial sums converges, its sum obeys the same bound, and its terms tend to zero. Taking square roots gives the statement about lengths.

The named intermediate results appear in the same order. `hmem` keeps all iterates in \([0,1]\) by induction on \(k\), `htel` is the telescoped inequality by induction on \(n\), `hstart` bounds the initial error, and `hbound` bounds the partial sums. The final lines pass to the infinite sum and the limit.

## Small steps without idempotency

```lean
/-- Equal occupations strictly between 0 and 1, at least one in number, are left unchanged
by the step although they are not idempotent. -/
theorem uniform_fixed (hm : 0 < m) {t : ℝ} (h0 : 0 < t) (h1 : t < 1) :
    ¬ IsIdempotent (fun _ : Fin m => t) ∧ step (fun _ : Fin m => t) = fun _ => t := by
  have hn : ¬ IsIdempotent (fun _ : Fin m => t) := fun h =>
    (h ⟨0, hm⟩).elim h0.ne' h1.ne
  have hm' : (0 : ℝ) < m := Nat.cast_pos.2 hm
  have hc : cParam (fun _ : Fin m => t) = t := by
    simp only [cParam, idemError, Finset.sum_const, Finset.card_univ, Fintype.card_fin,
      nsmul_eq_mul]
    rw [div_eq_iff (mul_pos hm' (mul_pos h0 (sub_pos.2 h1))).ne']
    ring
  refine ⟨hn, funext fun i => ?_⟩
  rw [step_eq hn i, hc, sub_self, zero_div, mul_zero, add_zero]

end

end CanonicalPurification
```

Take at least one occupation, all equal to the same \(t\) with \(0<t<1\). The theorem says that this list is not idempotent and that the step leaves it unchanged. The computed parameter is
\[
c=\frac{m\,t^2(1-t)}{m\,t(1-t)}=t,
\]
so the factor \(x_i-c\) vanishes for every \(i\). In the proof, `hn` rules out idempotency, `hc` is the computation of \(c\), and the last line inserts it into the common formula. With \(m=1\), this applies to every fractional occupation, but the particle number \(t\) is then not an integer, so no particle-conserving iteration could reach idempotency. With \(m=2\) and \(t=\tfrac12\) there is exactly one particle, and the iteration is stuck all the same.

For such a start the loop meets any threshold on the step length at once, while the idempotency error stays at \(m\,t(1-t)\). A calculation that needs an idempotent density matrix should therefore monitor \(\mathrm{Tr}(\rho-\rho^2)\) as well as the size of the change.

```lean
#print axioms CanonicalPurification.total_sqChange_le
#print axioms CanonicalPurification.uniform_fixed
```

```
'CanonicalPurification.total_sqChange_le' depends on axioms: [propext, Classical.choice, Quot.sound]
'CanonicalPurification.uniform_fixed' depends on axioms: [propext, Classical.choice, Quot.sound]
```
